# Deleting a coupling can lower the ground energy of a three-state Hamiltonian

The theorem concerns a real symmetric three-state Hamiltonian with zero diagonal and every off-diagonal entry equal to 1. Its ground energy, meaning its least real eigenvalue, is −1; when the two entries coupling the first and third states are set to zero, the ground energy becomes −√2, which is lower. The proof gives an eigenvector for each value, (1, −1, 0) and (1, −√2, 1), neither of them normalised, which does not affect the eigenvalues. It then shows that the quadratic form x·Hx is at least the claimed energy times x·x for every real vector x, so no eigenvalue lies lower.

Lean 4 with Mathlib refuses this proof:

```lean
import Mathlib

open Matrix

namespace TruncationCanLower

variable {n : Type*} [Fintype n]

/-- The real number `e` is an energy of `H`: a real eigenvalue with a nonzero real eigenvector. -/
def IsEnergy (H : Matrix n n ℝ) (e : ℝ) : Prop :=
  ∃ v : n → ℝ, v ≠ 0 ∧ H *ᵥ v = e • v

/-- The ground energy of `H` is the least of its real eigenvalues. -/
def IsGroundEnergy (H : Matrix n n ℝ) (E : ℝ) : Prop :=
  IsLeast {e | IsEnergy H e} E

/-- If an energy `E` of `H` satisfies `E * (x ⬝ᵥ x) ≤ x ⬝ᵥ H *ᵥ x` for every real vector `x`, then
`E` is the ground energy of `H`. -/
theorem isGroundEnergy_of_form {H : Matrix n n ℝ} {E : ℝ} (hE : IsEnergy H E)
    (hform : ∀ x : n → ℝ, E * (x ⬝ᵥ x) ≤ x ⬝ᵥ H *ᵥ x) : IsGroundEnergy H E := by
  refine ⟨hE, ?_⟩
  rintro e ⟨v, hv, h⟩
  have h1 := hform v
  rw [h, dotProduct_smul, smul_eq_mul] at h1
  have hpos : 0 < v ⬝ᵥ v :=
    lt_of_le_of_ne (Finset.sum_nonneg fun i _ => mul_self_nonneg (v i))
      (Ne.symm (mt dotProduct_self_eq_zero.mp hv))
  exact le_of_mul_le_mul_right h1 hpos

variable [DecidableEq n]

/-- Truncated spawning: the off-diagonal entries of `H` listed in `S` are set to zero, and all
other entries are kept. -/
def truncate (H : Matrix n n ℝ) (S : Finset (n × n)) : Matrix n n ℝ :=
  Matrix.of fun i j => if i ≠ j ∧ (i, j) ∈ S then 0 else H i j

/-- The three-state matrix with zero diagonal and all other entries `1`. -/
def frustrated : Matrix (Fin 3) (Fin 3) ℝ := !![0, 1, 1; 1, 0, 1; 1, 1, 0]

/-- The three-state matrix with zero diagonal and all other entries `1` has ground energy `-1`;
deleting the pair of entries between the first and third states gives the lower value `-√2`. -/
theorem truncation_can_lower :
    IsGroundEnergy frustrated (-1) ∧
      IsGroundEnergy (truncate frustrated {(0, 2), (2, 0)}) (-√2) ∧ -√2 < (-1 : ℝ) := by
  have hs : √2 * √2 = (2 : ℝ) := Real.mul_self_sqrt (by norm_num)
  have hT : truncate frustrated {(0, 2), (2, 0)} = !![0, 1, 0; 1, 0, 1; 0, 1, 0] := by
    ext i j
    fin_cases i <;> fin_cases j <;> simp [truncate, frustrated]
  refine ⟨isGroundEnergy_of_form ⟨![1, -1, 0], fun h => ?_, ?_⟩ fun x => ?_, ?_, ?_⟩
  · simpa using congrFun h 0
  · ext i
    fin_cases i <;> simp [frustrated, Matrix.mulVec, dotProduct, Fin.sum_univ_three]
  · have h : x ⬝ᵥ frustrated *ᵥ x = 2 * x 0 * x 1 + 2 * x 1 * x 2 + 2 * x 0 * x 2 := by
      simp [frustrated, Matrix.mulVec, dotProduct, Fin.sum_univ_three]
      ring
    rw [h, dotProduct, Fin.sum_univ_three]
    nlinarith [sq_nonneg (x 0 + x 1 + x 2)]
  · rw [hT]
    refine isGroundEnergy_of_form ⟨![1, -√2, 1], fun h => ?_, ?_⟩ fun x => ?_
    · simpa using congrFun h 0
    · ext i
      fin_cases i <;> norm_num [Matrix.mulVec, dotProduct, Fin.sum_univ_three]
    · have h : x ⬝ᵥ !![0, 1, 0; 1, 0, 1; 0, 1, 0] *ᵥ x = 2 * x 0 * x 1 + 2 * x 1 * x 2 := by
        simp [Matrix.mulVec, dotProduct, Fin.sum_univ_three]
        ring
      rw [h, dotProduct, Fin.sum_univ_three]
      -- the difference of the two sides is a sum of squares
      have key : 0 ≤ √2 / 2 * ((√2 * x 0 + x 1) ^ 2 + (√2 * x 2 + x 1) ^ 2) := by positivity
      linear_combination key +
        (√2 / 2 * (x 0 ^ 2 + x 2 ^ 2) + x 1 * (x 0 + x 2)) * hs
  · nlinarith [Real.sqrt_nonneg (2 : ℝ)]

end TruncationCanLower
```

The error:

```
Main.lean:61:4: error: unsolved goals
case refine_4.refine_2.«0»
hs : √2 * √2 = 2
hT : truncate frustrated {(0, 2), (2, 0)} = !![0, 1, 0; 1, 0, 1; 0, 1, 0]
⊢ ![0, 1, 0] 2 = 0 ∨ ![1, -√2, 1] 2 = 0

case refine_4.refine_2.«1»
hs : √2 * √2 = 2
hT : truncate frustrated {(0, 2), (2, 0)} = !![0, 1, 0; 1, 0, 1; 0, 1, 0]
⊢ 1 + ![1, 0, 1] 2 * ![1, -√2, 1] 2 = 2

case refine_4.refine_2.«2»
hs : √2 * √2 = 2
hT : truncate frustrated {(0, 2), (2, 0)} = !![0, 1, 0; 1, 0, 1; 0, 1, 0]
⊢ ![0, 1, 0] 2 = 0 ∨ ![1, -√2, 1] 2 = 0
```

Cause. The error is in the check that (1, −√2, 1) is an eigenvector of the truncated matrix. All three components are left unsolved, and each remaining goal contains vector entries at index `2` that have not been evaluated, such as `![1, -√2, 1] 2`. Mathlib's simp lemmas read off entries `0` and `1`, but entry `2` is evaluated by a simproc, a simplification procedure that `simp` runs by default and `norm_num` does not.

Changing `norm_num` to `simp` therefore lets the entries be computed, which settles the first and third components. The second then needs `1 + 1 = 2` in the real numbers, arithmetic that `norm_num` would do itself but for which `simp` is given `one_add_one_eq_two`. The added `hs` states that `√2 * √2 = 2`, the value needed on the right of that component; the message shows that `norm_num` had already reduced that side to `2`, so the product of roots was not the obstacle. The line break is only layout.

Lean accepts the file once it reads:

```diff
@@ -60,5 +60,6 @@
     · simpa using congrFun h 0
     · ext i
-      fin_cases i <;> norm_num [Matrix.mulVec, dotProduct, Fin.sum_univ_three]
+      fin_cases i <;>
+        simp [Matrix.mulVec, dotProduct, Fin.sum_univ_three, hs, one_add_one_eq_two]
     · have h : x ⬝ᵥ !![0, 1, 0; 1, 0, 1; 0, 1, 0] *ᵥ x = 2 * x 0 * x 1 + 2 * x 1 * x 2 := by
         simp [Matrix.mulVec, dotProduct, Fin.sum_univ_three]
```
